# The temperature derivative of the peak-balance function for second-order thermal desorption

In the model, a substance desorbs under steady heating with an Arrhenius rate constant per unit of temperature rise, k(T) = a exp(−E/T), where a and E are constants and E is in temperature units. The balance function is 2k(T)T²/E minus the integral of k from the starting temperature T0 to T. The lemma `hasDerivAt_balance` states that, for positive E, T0 and T, its derivative at T is k(T) + 4k(T)T/E. The attempt differentiates the first term by the product rule, subtracts the derivative of the integral, which an earlier lemma gives as k(T), and leaves the algebra to `field_simp` and `ring`.

The first attempt, which Lean rejects:

```lean
import Mathlib

open Set

namespace ThermalDesorptionPeaks

noncomputable section

/-- Arrhenius rate constant per unit of temperature rise, with the activation energy `E` in
temperature units. -/
def rateConst (a E T : ℝ) : ℝ := a * Real.exp (-E / T)

/-- The rate constant accumulated while heating from `T0` to `T`. -/
def exposure (a E T0 T : ℝ) : ℝ := ∫ x in T0..T, rateConst a E x

/-- The function of temperature that equals `1 / θ0` at a second-order stationary point. -/
def balance (a E T0 T : ℝ) : ℝ := 2 * rateConst a E T * T ^ 2 / E - exposure a E T0 T

variable {a E T0 θ0 S T : ℝ}

lemma hasDerivAt_rateConst (hT : 0 < T) :
    HasDerivAt (rateConst a E) (rateConst a E T * (E / T ^ 2)) T := by
  have h : HasDerivAt (fun x : ℝ => -E / x) (E / T ^ 2) T :=
    ((hasDerivAt_const T (-E)).fun_div (hasDerivAt_id' T) hT.ne').congr_deriv (by ring)
  have h2 := h.exp.const_mul a
  exact h2.congr_deriv (by unfold rateConst; ring)

lemma hasDerivAt_exposure (h0 : 0 < T0) (hT : 0 < T) :
    HasDerivAt (exposure a E T0) (rateConst a E T) T := by
  have hc : ContinuousOn (rateConst a E) (Ioi 0) := fun x hx =>
    (hasDerivAt_rateConst (mem_Ioi.mp hx)).continuousAt.continuousWithinAt
  have hi : IntervalIntegrable (rateConst a E) MeasureTheory.volume T0 T :=
    (hc.mono fun x hx => lt_of_lt_of_le (lt_min h0 hT) hx.1).intervalIntegrable
  exact intervalIntegral.integral_hasDerivAt_right hi
    (ContinuousOn.stronglyMeasurableAtFilter isOpen_Ioi hc T hT)
    (hasDerivAt_rateConst hT).continuousAt

lemma hasDerivAt_balance (hE : 0 < E) (h0 : 0 < T0) (hT : 0 < T) :
    HasDerivAt (balance a E T0) (rateConst a E T + 4 * rateConst a E T * T / E) T := by
  have hsq : HasDerivAt (fun x : ℝ => x ^ 2) (2 * T) T := by simpa using hasDerivAt_pow 2 T
  have h := ((((hasDerivAt_rateConst (a := a) (E := E) hT).const_mul 2).fun_mul hsq).div_const
    E).fun_sub (hasDerivAt_exposure h0 hT)
  exact h.congr_deriv (by field_simp <;> ring)

end

end ThermalDesorptionPeaks
```

The compiler's answer:

```
Main.lean:41:12: error: don't know how to synthesize implicit argument `g'`
  @HasDerivAt.fun_sub ℝ DenselyNormedField.toNontriviallyNormedField ℝ Real.normedAddCommGroup
    RCLike.toInnerProductSpaceReal.toNormedSpace (fun x => 2 * rateConst a E x * x ^ 2 / E) (exposure ?m.127 ?m.128 T0)
    ((2 * (rateConst a E T * (E / T ^ 2)) * T ^ 2 + 2 * rateConst a E T * (2 * T)) / E) (rateConst ?m.127 ?m.128 T) T
    (HasDerivAt.div_const (HasDerivAt.fun_mul (HasDerivAt.const_mul 2 (hasDerivAt_rateConst hT)) hsq) E)
    (hasDerivAt_exposure h0 hT)
context:
a E T0 T : ℝ
hE : 0 < E
h0 : 0 < T0
hT : 0 < T
hsq : HasDerivAt (fun x => x ^ 2) (2 * T) T
⊢ ℝ
Main.lean:41:12: error: don't know how to synthesize implicit argument `g`
  @HasDerivAt.fun_sub ℝ DenselyNormedField.toNontriviallyNormedField ℝ Real.normedAddCommGroup
    RCLike.toInnerProductSpaceReal.toNormedSpace (fun x => 2 * rateConst a E x * x ^ 2 / E) (exposure ?m.127 ?m.128 T0)
    ((2 * (rateConst a E T * (E / T ^ 2)) * T ^ 2 + 2 * rateConst a E T * (2 * T)) / E) (rateConst ?m.127 ?m.128 T) T
    (HasDerivAt.div_const (HasDerivAt.fun_mul (HasDerivAt.const_mul 2 (hasDerivAt_rateConst hT)) hsq) E)
    (hasDerivAt_exposure h0 hT)
context:
a E T0 T : ℝ
hE : 0 < E
h0 : 0 < T0
hT : 0 < T
hsq : HasDerivAt (fun x => x ^ 2) (2 * T) T
⊢ ℝ → ℝ
Main.lean:42:16: error: don't know how to synthesize implicit argument `E`
  @hasDerivAt_exposure ?m.127 ?m.128 T0 T h0 hT
context:
a E T0 T : ℝ
hE : 0 < E
h0 : 0 < T0
hT : 0 < T
hsq : HasDerivAt (fun x => x ^ 2) (2 * T) T
⊢ ℝ
Main.lean:42:16: error: don't know how to synthesize implicit argument `a`
  @hasDerivAt_exposure ?m.127 ?m.128 T0 T h0 hT
context:
a E T0 T : ℝ
hE : 0 < E
h0 : 0 < T0
hT : 0 < T
hsq : HasDerivAt (fun x => x ^ 2) (2 * T) T
⊢ ℝ
Main.lean:41:7: error: failed to infer `have` declaration type
Main.lean:39:85: error: unsolved goals
a E T0 T : ℝ
hE : 0 < E
h0 : 0 < T0
hT : 0 < T
hsq : HasDerivAt (fun x => x ^ 2) (2 * T) T
⊢ HasDerivAt (balance a E T0) (rateConst a E T + 4 * rateConst a E T * T / E) T
```

What went wrong. The errors have one source. In `hasDerivAt_exposure` the parameters `a` and `E` are implicit, and the arguments `h0` and `hT` fix only `T0` and `T`. Nothing else fixes them, since `have h := ...` gives no expected type and `fun_sub` lets the subtracted function be any function. Naming `a` and `E` in the first term does not carry over to the second.

Lean therefore reports `a` and `E` as unknown, and with them `g` and `g'`, the subtracted function and its derivative, which contain them. The type of `h` can't be inferred, and the lemma's goal is left unproved. Writing `(a := a) (E := E)` in the call to `hasDerivAt_exposure` supplies the missing values and cures all the errors.

The change from `field_simp <;> ring` to `field_simp; ring` is mere tidying. The first form runs `ring` on every goal `field_simp` leaves, the second on the first only, and here there is just one.

Lean accepts the file once it reads:

```diff
@@ -40,6 +40,6 @@
   have hsq : HasDerivAt (fun x : ℝ => x ^ 2) (2 * T) T := by simpa using hasDerivAt_pow 2 T
   have h := ((((hasDerivAt_rateConst (a := a) (E := E) hT).const_mul 2).fun_mul hsq).div_const
-    E).fun_sub (hasDerivAt_exposure h0 hT)
-  exact h.congr_deriv (by field_simp <;> ring)
+    E).fun_sub (hasDerivAt_exposure (a := a) (E := E) h0 hT)
+  exact h.congr_deriv (by field_simp; ring)
 
 end
```
